# Exponentiating a five-level observable in its eigenbasis exponentiates each eigenvalue

Take an observable on a five-dimensional state space, written in an orthonormal eigenbasis, so that its matrix is diagonal with real entries dᵢ. The lemma says that its matrix exponential is again diagonal, with entries exp(dᵢ); the dᵢ may be any five real numbers, repeated or not. The attempt uses `Matrix.exp_diagonal` to turn the exponential of the matrix into the diagonal matrix built from the exponential of the function `d`, and then compares the two sides entry by entry. What remains is to show that the exponential of `d`, evaluated at `i`, is the ordinary real exponential of `d i`.

This version doesn't compile in Lean 4 with Mathlib:

```lean
import Mathlib

open Matrix NormedSpace

namespace ExpDiag

noncomputable section

/-- The exponential of a diagonal matrix is taken entry by entry on the diagonal. -/
theorem exp_diag (d : Fin 5 → ℝ) :
    NormedSpace.exp (diagonal d) = diagonal fun i => Real.exp (d i) := by
  rw [Matrix.exp_diagonal]
  congr 1
  ext i
  rw [Pi.exp_apply, ← Real.exp_eq_exp_ℝ]

end

end ExpDiag
```

Lean reports:

```
Main.lean:15:6: error(lean.unknownIdentifier): Unknown identifier `Pi.exp_apply`
Main.lean:11:71: error: unsolved goals
d : Fin 5 → ℝ
i : Fin 5
⊢ exp d i = Real.exp (d i)
```

The change, after which it compiles:

```diff
@@ -13,5 +13,7 @@
   congr 1
   ext i
-  rw [Pi.exp_apply, ← Real.exp_eq_exp_ℝ]
+  rw [Real.exp_eq_exp_ℝ]
+  -- evaluation at a site is a continuous ring homomorphism
+  exact NormedSpace.map_exp (Pi.evalRingHom (fun _ : Fin 5 => ℝ) i) (continuous_apply i) d
 
 end
```

What went wrong. The first message says that Lean finds no lemma called `Pi.exp_apply` under that name here. The second shows the goal this leaves open: `exp d i = Real.exp (d i)`. On the left, the exponential is taken of the whole function `d` and then evaluated at `i`; on the right, `d` is evaluated first. The missing lemma was meant to exchange these two steps.

The repair does so with `NormedSpace.map_exp`, which says that a continuous ring homomorphism commutes with the exponential. The homomorphism is evaluation at `i`, given by `Pi.evalRingHom`, and `continuous_apply i` supplies its continuity. Since `NormedSpace.map_exp` has the general exponential on both sides, `Real.exp_eq_exp_ℝ` is now used forwards, to turn `Real.exp` into that form; the attempt had used it backwards. The added comment has no effect on the proof.
